# Pinning one vertex removes the only zero mode of a connected one-dimensional spring network

Let a finite connected graph have a spring constant $k_{uv}=k_{vu}>0$ on each edge, and let each vertex $v$ carry one real displacement $x_v$. The elastic energy is

$$E(x)=\tfrac12\sum_{\{u,v\}\ \text{edge}}k_{uv}(x_u-x_v)^2 .$$

Its Hessian $H$ is positive semidefinite, and $Hx=0$ holds exactly when all $x_v$ are equal. Deleting the row and column of any one vertex leaves a positive definite matrix.

More generally, for a graph that need not be connected, pinning a set $S$ of vertices gives a positive definite Hessian if and only if every vertex is connected to some vertex of $S$.

## Linear solves and harmonic free energies

A code that solves $Hx=f$ for the response to forces $f$ meets a singular matrix, because a uniform translation costs nothing. On a connected network a solution exists only if the forces sum to zero, and it is then determined up to a translation. Fixing one vertex at zero displacement and dropping its equation gives a unique solution for any forces on the other vertices and, in exact arithmetic, allows a Cholesky factorisation; the pin supplies whatever force is needed for balance. Positive definiteness of the pinned Hessian also decides whether the Gaussian integral of $e^{-\beta E}$ over the free displacements converges, with $\beta>0$ the inverse temperature, and so whether the harmonic free energy of this scalar model is finite. If the network has split into fragments, for instance after a distance cutoff, each fragment needs its own pinned vertex.

## From bond elongations to zero modes

Let $c_{uv}=k_{uv}$ on edges and $c_{uv}=0$ otherwise. Summing over ordered pairs counts each edge twice, so

$$E(x)=\tfrac14\sum_{u,v}c_{uv}(x_u-x_v)^2,\qquad H_{uv}=\delta_{uv}\sum_w c_{uw}-c_{uv}.$$

Applying the matrix gives $(Hx)_u=\sum_v c_{uv}(x_u-x_v)$. For a second displacement $y$,

$$y\cdot Hx=\sum_{u,v}c_{uv}\,y_u(x_u-x_v)=\sum_{u,v}c_{uv}\,y_v(x_v-x_u),$$

where the second form exchanges the names $u$ and $v$ and uses $c_{uv}=c_{vu}$. The average of the two is

$$y\cdot Hx=\tfrac12\sum_{u,v}c_{uv}(y_u-y_v)(x_u-x_v).$$

Expanding the square in $E(x+y)$ and comparing terms yields

$$E(x+y)=E(x)+y\cdot Hx+\tfrac12\,y\cdot Hy .$$

There is no remainder, so the symmetric matrix $H$ is the Hessian at every $x$. Setting $y=x$ in the bilinear form gives $x\cdot Hx=2E(x)\ge0$, which is positive semidefiniteness.

**Kernel.** If $Hx=0$, then $E(x)=0$. A sum of nonnegative terms vanishes only if each term does, and $c_{uv}>0$ on an edge, so $x_u=x_v$ across every edge. Following a walk from edge to edge, $x$ is constant on each connected component. Conversely, for such an $x$ every term of $(Hx)_u$ is zero. On a connected graph these displacements are the constants.

**Pinning.** Let $H_S$ be $H$ without the rows and columns of $S$. Extend a displacement $y$ of the free vertices to $\hat y$ by setting it to zero on $S$. The added zeros contribute nothing, so

$$y\cdot H_Sy=\hat y\cdot H\hat y=2E(\hat y)\ge0 .$$

Suppose every vertex is connected to $S$. If $E(\hat y)=0$, then $\hat y$ is constant on each component and zero at a pinned vertex of it, so $y=0$. Hence $H_S$ is positive definite. If instead some component contains no pinned vertex, let $y$ be $1$ on that component and $0$ on the other free vertices. This $y$ is nonzero and costs no energy, so $H_S$ is not positive definite.

## The Lean file

```lean
import Mathlib

open Matrix

namespace SpringNetworkZeroModes

noncomputable section

/-- A network of springs: a graph with a symmetric, positive spring constant on each edge. -/
structure SpringNetwork (V : Type*) where
  /-- The graph whose edges are the springs. -/
  graph : SimpleGraph V
  /-- The spring constants; only the values on edges matter. -/
  k : V → V → ℝ
  symm : ∀ u v, graph.Adj u v → k u v = k v u
  pos : ∀ u v, graph.Adj u v → 0 < k u v

variable {V : Type*} [Fintype V] [DecidableEq V] (N : SpringNetwork V)

open Classical in
/-- The coupling between two vertices: the spring constant on an edge, zero otherwise. -/
def SpringNetwork.coupling {V : Type*} (N : SpringNetwork V) (u v : V) : ℝ :=
  if N.graph.Adj u v then N.k u v else 0

/-- The elastic energy of a displacement `x`. The sum runs over ordered pairs, so every edge
appears twice and contributes `(1/2) k (x u - x v)^2`. -/
def SpringNetwork.energy {V : Type*} [Fintype V] (N : SpringNetwork V) (x : V → ℝ) : ℝ :=
  (1 / 4) * ∑ u, ∑ v, N.coupling u v * (x u - x v) ^ 2

/-- The Hessian matrix: total coupling of a vertex on the diagonal, minus the coupling off it. -/
def SpringNetwork.hessian : Matrix V V ℝ :=
  Matrix.of fun u v => (if u = v then ∑ w, N.coupling u w else 0) - N.coupling u v

/-- The Hessian of the free vertices when the vertices in `S` are pinned. -/
def SpringNetwork.pinnedHessian (S : Finset V) : Matrix {v // v ∉ S} {v // v ∉ S} ℝ :=
  N.hessian.submatrix Subtype.val Subtype.val

/-- The displacement of the whole network that vanishes on the pinned set `S` and equals `y`
on the free vertices. -/
def clamp (S : Finset V) (y : {v // v ∉ S} → ℝ) (v : V) : ℝ :=
  if h : v ∈ S then 0 else y ⟨v, h⟩

omit [Fintype V] [DecidableEq V] in
/-- The coupling is symmetric. -/
lemma coupling_symm (u v : V) : N.coupling u v = N.coupling v u := by
  unfold SpringNetwork.coupling
  by_cases h : N.graph.Adj u v
  · rw [if_pos h, if_pos h.symm, N.symm u v h]
  · rw [if_neg h, if_neg (fun h' => h h'.symm)]

omit [Fintype V] [DecidableEq V] in
/-- The coupling is nonnegative. -/
lemma coupling_nonneg (u v : V) : 0 ≤ N.coupling u v := by
  unfold SpringNetwork.coupling
  split_ifs with h
  · exact (N.pos u v h).le
  · exact le_rfl

/-- The Hessian applied to a displacement `x` gives, at each vertex `u`, the sum over `v` of the
coupling times the difference `x u - x v`. -/
lemma hessian_mulVec (x : V → ℝ) (u : V) :
    (N.hessian *ᵥ x) u = ∑ v, N.coupling u v * (x u - x v) := by
  simp only [Matrix.mulVec, dotProduct, SpringNetwork.hessian, Matrix.of_apply, sub_mul, ite_mul,
    zero_mul, Finset.sum_sub_distrib, Finset.sum_ite_eq, Finset.mem_univ, if_true, mul_sub,
    Finset.sum_mul]

/-- The bilinear form of the Hessian, written through the elongations of the springs. -/
lemma hessian_bilinear (x y : V → ℝ) : y ⬝ᵥ (N.hessian *ᵥ x) =
    (1 / 2) * ∑ u, ∑ v, N.coupling u v * ((y u - y v) * (x u - x v)) := by
  have h1 : y ⬝ᵥ (N.hessian *ᵥ x) = ∑ u, ∑ v, y u * (N.coupling u v * (x u - x v)) := by
    simp only [dotProduct, hessian_mulVec, Finset.mul_sum]
  -- exchange the two ends of every spring
  have h2 : y ⬝ᵥ (N.hessian *ᵥ x) = ∑ u, ∑ v, y v * (N.coupling u v * (x v - x u)) := by
    rw [h1, Finset.sum_comm]
    refine Finset.sum_congr rfl fun u _ => Finset.sum_congr rfl fun v _ => ?_
    rw [coupling_symm N v u]
  have h3 : ∑ u, ∑ v, N.coupling u v * ((y u - y v) * (x u - x v)) =
      ∑ u, ∑ v, y u * (N.coupling u v * (x u - x v)) +
      ∑ u, ∑ v, y v * (N.coupling u v * (x v - x u)) := by
    simp only [← Finset.sum_add_distrib]
    refine Finset.sum_congr rfl fun u _ => Finset.sum_congr rfl fun v _ => ?_
    ring
  rw [h3, ← h1, ← h2]
  ring

/-- The exact second-order expansion of the energy about any displacement `x`, with
`hessian` as the matrix of the quadratic term. -/
theorem energy_add (x y : V → ℝ) : N.energy (x + y) =
    N.energy x + y ⬝ᵥ (N.hessian *ᵥ x) + (1 / 2) * (y ⬝ᵥ (N.hessian *ᵥ y)) := by
  rw [hessian_bilinear, hessian_bilinear]
  simp only [SpringNetwork.energy, Finset.mul_sum, ← Finset.sum_add_distrib, Pi.add_apply]
  refine Finset.sum_congr rfl fun u _ => Finset.sum_congr rfl fun v _ => ?_
  ring

/-- The quadratic form of the Hessian is twice the elastic energy. -/
lemma hessian_quadratic (x : V → ℝ) : x ⬝ᵥ (N.hessian *ᵥ x) = 2 * N.energy x := by
  rw [hessian_bilinear]
  simp only [SpringNetwork.energy, Finset.mul_sum]
  refine Finset.sum_congr rfl fun u _ => Finset.sum_congr rfl fun v _ => ?_
  ring

omit [DecidableEq V] in
/-- The elastic energy is nonnegative. -/
lemma energy_nonneg (x : V → ℝ) : 0 ≤ N.energy x :=
  mul_nonneg (by norm_num) (Finset.sum_nonneg fun u _ => Finset.sum_nonneg fun v _ =>
    mul_nonneg (coupling_nonneg N u v) (sq_nonneg _))

omit [DecidableEq V] in
/-- A displacement costs no energy exactly when it is constant on each connected component. -/
theorem energy_eq_zero_iff (x : V → ℝ) :
    N.energy x = 0 ↔ ∀ u v, N.graph.Reachable u v → x u = x v := by
  constructor
  · rintro h u v ⟨w⟩
    have hnn : ∀ a b, 0 ≤ N.coupling a b * (x a - x b) ^ 2 := fun a b =>
      mul_nonneg (coupling_nonneg N a b) (sq_nonneg _)
    have h0 : ∑ a, ∑ b, N.coupling a b * (x a - x b) ^ 2 = 0 := by
      unfold SpringNetwork.energy at h
      linarith
    -- every single spring is unstretched
    have edge : ∀ a b, N.graph.Adj a b → x a = x b := by
      intro a b hab
      have h1 := (Finset.sum_eq_zero_iff_of_nonneg
        (fun a _ => Finset.sum_nonneg fun b _ => hnn a b)).1 h0 a (Finset.mem_univ a)
      have h2 := (Finset.sum_eq_zero_iff_of_nonneg
        (fun b _ => hnn a b)).1 h1 b (Finset.mem_univ b)
      have h3 : 0 < N.coupling a b := by
        rw [SpringNetwork.coupling, if_pos hab]
        exact N.pos a b hab
      have h4 : (x a - x b) ^ 2 = 0 := (mul_eq_zero.1 h2).resolve_left h3.ne'
      exact sub_eq_zero.1 ((pow_eq_zero_iff two_ne_zero).1 h4)
    -- follow a walk from one vertex to the other
    induction w with
    | nil => rfl
    | cons hab _ ih => exact (edge _ _ hab).trans ih
  · intro h
    have h0 : ∀ u v, N.coupling u v * (x u - x v) ^ 2 = 0 := by
      intro u v
      by_cases huv : N.graph.Adj u v
      · rw [h u v huv.reachable]
        ring
      · rw [SpringNetwork.coupling, if_neg huv, zero_mul]
    simp [SpringNetwork.energy, h0]

/-- The zero modes of the Hessian are the displacements constant on each connected component. -/
theorem hessian_kernel (x : V → ℝ) :
    N.hessian *ᵥ x = 0 ↔ ∀ u v, N.graph.Reachable u v → x u = x v := by
  constructor
  · intro h
    have hq := hessian_quadratic N x
    rw [h, dotProduct_zero] at hq
    exact (energy_eq_zero_iff N x).1 (by linarith)
  · intro h
    funext u
    rw [hessian_mulVec]
    refine Finset.sum_eq_zero fun v _ => ?_
    by_cases huv : N.graph.Adj u v
    · rw [h u v huv.reachable, sub_self, mul_zero]
    · rw [SpringNetwork.coupling, if_neg huv, zero_mul]

/-- The Hessian is a symmetric matrix. -/
lemma hessian_isHermitian : N.hessian.IsHermitian := by
  refine Matrix.IsHermitian.ext fun u v => ?_
  by_cases h : u = v
  · subst h
    simp
  · simp [SpringNetwork.hessian, h, Ne.symm h, coupling_symm N v u]

/-- A sum weighted by a clamped displacement only runs over the free vertices. -/
lemma sum_clamp (S : Finset V) (y : {v // v ∉ S} → ℝ) (g : V → ℝ) :
    ∑ v, clamp S y v * g v = ∑ a : {v // v ∉ S}, y a * g a := by
  have h1 : ∀ i : {v // v ∈ S}, clamp S y i * g i = 0 :=
    fun i => by simp [clamp, i.2]
  have h2 : ∑ i : {v // v ∉ S}, clamp S y i * g i = ∑ i : {v // v ∉ S}, y i * g i :=
    Finset.sum_congr rfl fun i _ => by simp [clamp, i.2]
  have h3 := Fintype.sum_subtype_add_sum_subtype (fun v => v ∈ S) (fun v => clamp S y v * g v)
  simp only [h1, Finset.sum_const_zero, zero_add] at h3
  exact h3.symm.trans h2

/-- The quadratic form of the pinned Hessian is twice the energy of the clamped displacement. -/
lemma pinned_quadratic (S : Finset V) (y : {v // v ∉ S} → ℝ) :
    y ⬝ᵥ (N.pinnedHessian S *ᵥ y) = 2 * N.energy (clamp S y) := by
  have h : ∀ a : {v // v ∉ S},
      (N.hessian *ᵥ clamp S y) a = (N.pinnedHessian S *ᵥ y) a := by
    intro a
    calc (N.hessian *ᵥ clamp S y) a = ∑ v, clamp S y v * N.hessian a v :=
          Finset.sum_congr rfl fun v _ => mul_comm _ _
      _ = ∑ b : {v // v ∉ S}, y b * N.hessian a b := sum_clamp S y _
      _ = (N.pinnedHessian S *ᵥ y) a := Finset.sum_congr rfl fun b _ => mul_comm _ _
  calc y ⬝ᵥ (N.pinnedHessian S *ᵥ y) = ∑ a : {v // v ∉ S}, y a * (N.hessian *ᵥ clamp S y) a :=
        Finset.sum_congr rfl fun a _ => by rw [h a]
    _ = clamp S y ⬝ᵥ (N.hessian *ᵥ clamp S y) := (sum_clamp S y _).symm
    _ = 2 * N.energy (clamp S y) := hessian_quadratic N _

/-- Pinning the vertices in `S` makes the remaining Hessian positive definite exactly when
every vertex is connected to a pinned one. -/
theorem pinned_posDef_iff (S : Finset V) :
    (N.pinnedHessian S).PosDef ↔ ∀ v, ∃ p ∈ S, N.graph.Reachable v p := by
  classical
  rw [Matrix.posDef_iff_dotProduct_mulVec]
  constructor
  · rintro ⟨_, h⟩ v
    by_contra hv
    have hv' : ∀ p ∈ S, ¬ N.graph.Reachable v p := fun p hp hr => hv ⟨p, hp, hr⟩
    have hvS : v ∉ S := fun hm => hv' v hm (SimpleGraph.Reachable.refl v)
    -- translate the unpinned component of `v` uniformly
    let y : {v // v ∉ S} → ℝ := fun a => if N.graph.Reachable v a then 1 else 0
    have hy : y ≠ 0 := by
      intro h0
      have h1 := congrFun h0 ⟨v, hvS⟩
      simp [y] at h1
    have hc : ∀ u, clamp S y u = if N.graph.Reachable v u then 1 else 0 := by
      intro u
      by_cases hu : u ∈ S
      · simp [clamp, hu, hv' u hu]
      · simp [clamp, hu, y]
    have hE : N.energy (clamp S y) = 0 := by
      refine (energy_eq_zero_iff N _).2 fun a b hab => ?_
      have hiff : N.graph.Reachable v a ↔ N.graph.Reachable v b :=
        ⟨fun h => h.trans hab, fun h => h.trans hab.symm⟩
      rw [hc, hc]
      simp only [hiff]
    have hp : 0 < star y ⬝ᵥ (N.pinnedHessian S *ᵥ y) := by
      apply h
      exact hy
    rw [star_trivial, pinned_quadratic, hE] at hp
    linarith
  · intro h
    refine ⟨(hessian_isHermitian N).submatrix _, ?_⟩
    intro y hy
    rw [star_trivial, pinned_quadratic]
    have hne : N.energy (clamp S y) ≠ 0 := by
      intro h0
      apply hy
      funext a
      obtain ⟨p, hp, hr⟩ := h a
      have h1 := (energy_eq_zero_iff N _).1 h0 a p hr
      simpa [clamp, hp, a.2] using h1
    have hpos := lt_of_le_of_ne (energy_nonneg N (clamp S y)) hne.symm
    linarith

/-- Pinning the single vertex `p` makes the remaining Hessian positive definite exactly when
the network is connected. -/
theorem pinned_single_posDef_iff (p : V) :
    (N.pinnedHessian {p}).PosDef ↔ N.graph.Connected := by
  rw [pinned_posDef_iff]
  constructor
  · intro h
    have hp : ∀ v, N.graph.Reachable v p := by
      intro v
      obtain ⟨q, hq, hr⟩ := h v
      rwa [Finset.mem_singleton.1 hq] at hr
    have : Nonempty V := ⟨p⟩
    exact SimpleGraph.Connected.mk fun u v => (hp u).trans (hp v).symm
  · intro h v
    exact ⟨p, Finset.mem_singleton_self p, h.preconnected v p⟩

/-- For a connected spring network the Hessian is positive semidefinite, its kernel consists of
the constant displacements, and pinning any one vertex leaves a positive definite Hessian. -/
theorem connected_network_zero_modes (hG : N.graph.Connected) :
    N.hessian.PosSemidef ∧
    (∀ x : V → ℝ, N.hessian *ᵥ x = 0 ↔ ∃ c : ℝ, ∀ v, x v = c) ∧
    ∀ p : V, (N.pinnedHessian {p}).PosDef := by
  refine ⟨?_, fun x => ?_, fun p => (pinned_single_posDef_iff N p).2 hG⟩
  · refine Matrix.posSemidef_iff_dotProduct_mulVec.2 ⟨hessian_isHermitian N, fun x => ?_⟩
    rw [star_trivial, hessian_quadratic]
    linarith [energy_nonneg N x]
  · rw [hessian_kernel]
    constructor
    · intro h
      obtain ⟨p⟩ := hG.nonempty
      exact ⟨x p, fun v => h v p (hG.preconnected v p)⟩
    · rintro ⟨c, hc⟩ u v _
      rw [hc u, hc v]

end

end SpringNetworkZeroModes
```

```lean
#print axioms SpringNetworkZeroModes.energy_add
#print axioms SpringNetworkZeroModes.connected_network_zero_modes
```

```
'SpringNetworkZeroModes.energy_add' depends on axioms: [propext, Classical.choice, Quot.sound]
'SpringNetworkZeroModes.connected_network_zero_modes' depends on axioms: [propext, Classical.choice, Quot.sound]
```

## Reading the definitions and theorems

`SpringNetwork V` holds the graph and the function `k`, with symmetry and positivity required only on edges. Symmetry says that a spring has one stiffness seen from either end; positivity says that it resists both stretching and compression. `coupling` is $c_{uv}$, and `energy` carries the prefactor $1/4$ of the ordered sum. A `SimpleGraph` has no loops and at most one edge per pair, so parallel springs enter as one edge with their constants added.

`hessian` is defined as an explicit matrix, not through Mathlib's derivatives. The theorem `energy_add` justifies the name by the exact expansion, together with the symmetry in `hessian_isHermitian`. `pinnedHessian S` is the submatrix on the type `{v // v ∉ S}` of free vertices, and `clamp S y` is $\hat y$.

`connected_network_zero_modes` states the three claims for connected networks. `hessian_kernel` describes the kernel on any finite graph, with `Reachable u v` meaning that a walk joins $u$ to $v$. `pinned_posDef_iff` is the criterion for a set $S$, and `pinned_single_posDef_iff` says that pinning one given vertex suffices exactly when the graph is connected. `Connected` includes having at least one vertex. For a single vertex the pinned matrix is empty, and it is positive definite because there is no nonzero displacement to test.

## How the proof follows the derivation

In `hessian_bilinear`, `Finset.sum_comm` exchanges the two ends of each spring and `ring` combines the two forms. `energy_add` and `hessian_quadratic` then compare the sums term by term.

`energy_eq_zero_iff` applies `Finset.sum_eq_zero_iff_of_nonneg` twice, once for each summation index, to isolate a single spring. Induction on the walk carries the equality from one end to the other. `hessian_kernel` gets its forward direction from this energy statement and checks the converse directly.

For pinning, `sum_clamp` discards the terms on $S$, and `pinned_quadratic` turns the reduced quadratic form into $2E(\hat y)$. In `pinned_posDef_iff`, the forward direction assumes that a vertex `v` reaches no pinned vertex and builds the uniform translation of its component; the reverse direction compares each free vertex with a pinned vertex that it can reach.

## Limits of the model, a negative spring and a substrate

The theorems concern real arithmetic and one scalar displacement per vertex. They give no lower bound on the smallest eigenvalue of the pinned matrix, and a network whose stiff parts are joined by much weaker springs can still be badly conditioned. Networks of central-force springs in two or three dimensions have rotations and possibly floppy modes as further zero modes, and connectivity alone does not settle their stability.

Positivity of the constants matters even on a connected graph. Take a triangle with $k_{12}=k_{23}=1$ and $k_{13}=-\tfrac12$. The displacement $x=(1,0,-1)$ is not constant, yet $Hx=0$. Pinning vertex 2 leaves

$$\begin{pmatrix}\tfrac12&\tfrac12\\[2pt]\tfrac12&\tfrac12\end{pmatrix},$$

which is singular.

The same argument by hand, though not a theorem of the file, treats a network tied to a fixed substrate by on-site springs $\kappa_v\ge0$, with added energy $\tfrac12\sum_v\kappa_vx_v^2$. The total energy vanishes only if $x$ is constant on each component and zero wherever $\kappa_v>0$. The full Hessian $H+\mathrm{diag}(\kappa)$ is therefore positive definite exactly when every component contains a vertex with $\kappa_v>0$.
